# Error bound for an adjoint-corrected linear observable when the operator stretches every vector by at least a fixed positive factor

To estimate a number \(\langle c,p\rangle\) from an approximate solution \(x\) of a linear equation \(Ap=b\), one first chooses the space in which the exact solution \(p\) lives. Here it is a real or complex Hilbert space; real column vectors, acted on by real matrices, are a special case. The vector \(c\) selects the quantity of interest. This "observable" is linear in the state, unlike a quantum expectation value \(\langle\psi|O|\psi\rangle\).

## The trial state and its residual

```lean
import Mathlib

open ContinuousLinearMap

namespace GoalOrientedError

noncomputable section

variable {𝕜 E : Type*} [RCLike 𝕜] [NormedAddCommGroup E] [InnerProductSpace 𝕜 E]
```

The scalars `𝕜` are the real or complex numbers, and `E` is the space of states. Its dimension may be infinite.

```lean
/-- The residual `A x - b` of a trial state `x` in the linear equation `A p = b`. -/
def residual (A : E →L[𝕜] E) (b x : E) : E := A x - b
```

The type `E →L[𝕜] E` contains the continuous, hence bounded, linear operators on `E`. The residual is \(r=Ax-b\), computable without knowing \(p\).

```lean
/-- The observable `⟨c, x⟩` of the trial state, corrected by the residual weighted with `z`. -/
def correctedObservable (A : E →L[𝕜] E) (b c z x : E) : 𝕜 :=
  inner 𝕜 c x - inner 𝕜 z (residual A b x)
```

This is \(\langle c,x\rangle-\langle z,r\rangle\), where \(z\) is any chosen weight. As in Dirac notation, the inner product is conjugate-linear in its first entry.

```lean
/-- If `A` stretches every vector by at least a factor `m > 0`, the distance of a trial state
from a solution `p` of `A p = b` is at most the norm of its residual divided by `m`. -/
theorem state_error_le (A : E →L[𝕜] E) {b p : E} (x : E) {m : ℝ} (hm : 0 < m)
    (hA : ∀ v, m * ‖v‖ ≤ ‖A v‖) (hp : A p = b) :
    ‖x - p‖ ≤ ‖residual A b x‖ / m := by
  rw [le_div_iff₀ hm]
  have h := hA (x - p)
  rw [map_sub, hp] at h
  unfold residual
  linarith
```

The hypothesis `hA` says \(m\|v\|\le\|Av\|\) for every \(v\). For \(A=H-\omega\), with a bounded Hermitian Hamiltonian \(H\), as in a finite orthonormal basis, and a real energy \(\omega\) outside its spectrum, \(m\) can be any positive number up to the distance of \(\omega\) from that spectrum. The hypothesis `hp` says that \(p\) is a solution; its existence is assumed. Setting \(v=x-p\) gives

\[
m\|x-p\|\le\|A(x-p)\|=\|Ax-b\|=\|r\| .
\]

Division by \(m\) finishes the argument. In Lean, `le_div_iff₀` first multiplies the claim by \(m\), and `linarith` closes the inequality.

## Two residuals control the error

```lean
variable [CompleteSpace E]

/-- The residual `c - A† z` of a trial weight `z` in the adjoint equation `A† w = c`. -/
def dualResidual (A : E →L[𝕜] E) (c z : E) : E := c - adjoint A z
```

Completeness makes `E` a Hilbert space, so \(A\) has an adjoint with \(\langle A^\dagger u,v\rangle=\langle u,Av\rangle\). The dual residual \(c-A^\dagger z\) measures how well \(z\) solves the adjoint equation.

```lean
/-- For a solution `p` of `A p = b`, the error of the corrected observable is the inner product
of the dual residual with the error of the state. -/
theorem corrected_error_eq (A : E →L[𝕜] E) {b p : E} (c z x : E) (hp : A p = b) :
    correctedObservable A b c z x - inner 𝕜 c p = inner 𝕜 (dualResidual A c z) (x - p) := by
  subst hp
  -- the residual is the image of the state error
  have h : A x - A p = A (x - p) := (map_sub A x p).symm
  unfold correctedObservable dualResidual residual
  rw [h, inner_sub_left, adjoint_inner_left, inner_sub_right c x p]
  ring
```

Since \(r=A(x-p)\),

\[
\begin{aligned}
\langle c,x\rangle-\langle z,r\rangle-\langle c,p\rangle
&=\langle c,x-p\rangle-\langle z,A(x-p)\rangle\\
&=\langle c,x-p\rangle-\langle A^\dagger z,x-p\rangle\\
&=\langle c-A^\dagger z,x-p\rangle .
\end{aligned}
\]

The proof replaces \(b\) by \(Ap\) with `subst`, moves \(A\) across the inner product with `adjoint_inner_left`, and collects terms with `ring`. No lower bound on \(A\) is used.

```lean
/-- Goal-oriented error estimate: if `A` stretches every vector by at least `m > 0` and
`A p = b`, the corrected observable differs from `⟨c, p⟩` by at most the product of the norms
of the dual residual and the residual, divided by `m`. -/
theorem corrected_error_le (A : E →L[𝕜] E) {b p : E} (c z x : E) {m : ℝ} (hm : 0 < m)
    (hA : ∀ v, m * ‖v‖ ≤ ‖A v‖) (hp : A p = b) :
    ‖correctedObservable A b c z x - inner 𝕜 c p‖
      ≤ ‖dualResidual A c z‖ * ‖residual A b x‖ / m := by
  rw [corrected_error_eq A c z x hp, mul_div_assoc]
  exact (norm_inner_le_norm _ _).trans
    (mul_le_mul_of_nonneg_left (state_error_le A x hm hA hp) (norm_nonneg _))
```

Cauchy–Schwarz (`norm_inner_le_norm`) and the state estimate, chained by `.trans`, give

\[
|\langle c-A^\dagger z,x-p\rangle|
\le\|c-A^\dagger z\|\,\|x-p\|
\le\frac{\|c-A^\dagger z\|\,\|r\|}{m}.
\]

For a linear-response property in electronic structure that is linear in the response vector, the error bound at a fixed \(x\) is thus proportional to the norm of the dual residual, and an approximate adjoint solution helps as far as it makes that norm small.

If \(A\) is not injective, the bound can fail. On the real line take \(A=0\), \(b=0\), \(p=1\), \(x=0\), \(c=1\), \(z=0\). The residual vanishes, yet the error is \(-1\).

```lean
/-- If `A p = b` and `w` solves the adjoint equation `A† w = c`, the error of the corrected
observable is the inner product of the weight error `w - z` with the residual. -/
theorem corrected_error_eq_dual_error (A : E →L[𝕜] E) {b c p w : E} (z x : E)
    (hp : A p = b) (hw : adjoint A w = c) :
    correctedObservable A b c z x - inner 𝕜 c p = inner 𝕜 (w - z) (residual A b x) := by
  rw [corrected_error_eq A c z x hp]
  subst hp
  subst hw
  have h : adjoint A w - adjoint A z = adjoint A (w - z) := (map_sub (adjoint A) w z).symm
  unfold dualResidual residual
  rw [h, adjoint_inner_left, map_sub]
```

If \(w\) solves the adjoint equation exactly, then

\[
\langle c-A^\dagger z,x-p\rangle
=\langle A^\dagger(w-z),x-p\rangle
=\langle w-z,r\rangle .
\]

The Lean proof makes the same two moves, using linearity of the adjoint and then its defining property.

## Equality and self-consistent iteration

```lean
/-- The estimate is sharp: the operator `m · 1` with `m > 0` stretches every vector by at least
`m`, and with `b = m p` and `c = m z + (x - p)` the error equals the bound. -/
theorem corrected_error_sharp (p z x : E) {m : ℝ} (hm : 0 < m) :
    let A : E →L[𝕜] E := (m : 𝕜) • ContinuousLinearMap.id 𝕜 E
    let b : E := (m : 𝕜) • p
    let c : E := (m : 𝕜) • z + (x - p)
    (∀ v, m * ‖v‖ ≤ ‖A v‖) ∧
      ‖correctedObservable A b c z x - inner 𝕜 c p‖
        = ‖dualResidual A c z‖ * ‖residual A b x‖ / m := by
  intro A b c
  have hAv : ∀ v, A v = (m : 𝕜) • v := fun v => rfl
  have hnorm : ∀ v : E, ‖(m : 𝕜) • v‖ = m * ‖v‖ := fun v => by
    rw [norm_smul, RCLike.norm_ofReal, abs_of_pos hm]
  refine ⟨fun v => by rw [hAv, hnorm], ?_⟩
  have hadj : adjoint A z = (m : 𝕜) • z := by
    refine ext_inner_right 𝕜 fun v => ?_
    rw [adjoint_inner_left, hAv, inner_smul_right, inner_smul_left, RCLike.conj_ofReal]
  -- both residuals are parallel to the state error
  have hd : dualResidual A c z = x - p := by
    unfold dualResidual
    rw [hadj]
    exact add_sub_cancel_left _ _
  have hr : residual A b x = (m : 𝕜) • (x - p) := by
    unfold residual
    rw [hAv, smul_sub]
  rw [corrected_error_eq A c z x (hAv p), hd, hr, hnorm, inner_self_eq_norm_sq_to_K,
    norm_pow, RCLike.norm_ofReal, abs_norm, eq_div_iff hm.ne']
  ring
```

The `let` lines choose \(A=m\cdot 1\), \(b=mp\) and \(c=mz+(x-p)\). Then \(A^\dagger z=mz\), the dual residual is \(x-p\), and \(r=m(x-p)\). These are the facts `hadj`, `hd` and `hr`. Error and bound both equal \(\|x-p\|^2\), which is positive whenever \(x\ne p\).

```lean
/-- For a linear self-consistency problem `p = K p + b` with `‖K‖ ≤ q < 1`, the observable corrected
by the difference of input and output, weighted with `z`, obeys the estimate of `corrected_error_le`
with `A = 1 - K` and `m = 1 - q`. -/
theorem scf_corrected_error_le (K : E →L[𝕜] E) {b p : E} (c z x : E) {q : ℝ}
    (hK : ‖K‖ ≤ q) (hq : q < 1) (hp : p = K p + b) :
    ‖inner 𝕜 c x - inner 𝕜 z (x - (K x + b)) - inner 𝕜 c p‖
      ≤ ‖c - (z - adjoint K z)‖ * ‖x - (K x + b)‖ / (1 - q) := by
  have hAv : ∀ v, (ContinuousLinearMap.id 𝕜 E - K) v = v - K v := fun v => rfl
  -- a contraction K leaves 1 - K bounded below by 1 - q
  have hA : ∀ v, (1 - q) * ‖v‖ ≤ ‖(ContinuousLinearMap.id 𝕜 E - K) v‖ := fun v => by
    rw [hAv]
    have h1 := norm_sub_norm_le v (K v)
    have h2 := K.le_opNorm v
    have h3 := mul_le_mul_of_nonneg_right hK (norm_nonneg v)
    linarith
  have hpb : (ContinuousLinearMap.id 𝕜 E - K) p = b := by
    rw [hAv]
    exact sub_eq_iff_eq_add'.mpr hp
  have hadj : adjoint (ContinuousLinearMap.id 𝕜 E - K) z = z - adjoint K z := by
    refine ext_inner_right 𝕜 fun v => ?_
    rw [adjoint_inner_left, hAv, inner_sub_right, inner_sub_left, adjoint_inner_left]
  have h := corrected_error_le _ c z x (sub_pos.mpr hq) hA hpb
  unfold correctedObservable dualResidual residual at h
  rw [hadj, hAv, sub_sub x (K x) b] at h
  exact h
```

Here \(p=Kp+b\), and \(q\) bounds the factor by which one unmixed iteration can multiply the norm of the state error. With \(A=1-K\), the residual is input minus output, \(x-(Kx+b)\), and

\[
\|v-Kv\|\ge\|v\|-\|Kv\|\ge(1-q)\|v\| .
\]

So \(m=1-q\). The proof establishes this as `hA`, identifies the adjoint as \(1-K^\dagger\), and applies the general estimate. The assumption \(q<1\) makes this \(m\) positive. If \(\|K\|\ge1\), the general estimate still applies with any \(m>0\) for which \(\|v-Kv\|\ge m\|v\|\) holds for every \(v\), if there is one. A Hartree–Fock or Kohn–Sham iteration is nonlinear; replacing it by this affine map near its fixed point is a separate approximation.

## Real square matrices

```lean
/-- A real square matrix acting on column vectors with the Euclidean norm. -/
def matOp {n : Type*} [Fintype n] [DecidableEq n] (A : Matrix n n ℝ) :
    EuclideanSpace ℝ n →L[ℝ] EuclideanSpace ℝ n :=
  Matrix.toEuclideanCLM (n := n) (𝕜 := ℝ) A
```

`matOp A` is the matrix \(A\) acting on real column vectors, indexed by a finite set `n`, with the Euclidean norm.

```lean
/-- For a real square matrix with `‖A v‖ ≥ m ‖v‖`, `m > 0`, and `A p = b`, the corrected
observable differs from `⟨c, p⟩` by `⟨c - Aᵀ z, x - p⟩`, of modulus at most
`‖c - Aᵀ z‖ ‖A x - b‖ / m`. -/
theorem matrix_corrected_error {n : Type*} [Fintype n] [DecidableEq n] (A : Matrix n n ℝ)
    {b p : EuclideanSpace ℝ n} (c z x : EuclideanSpace ℝ n) {m : ℝ} (hm : 0 < m)
    (hA : ∀ v, m * ‖v‖ ≤ ‖matOp A v‖) (hp : matOp A p = b) :
    inner ℝ c x - inner ℝ z (matOp A x - b) - inner ℝ c p
        = inner ℝ (c - matOp A.transpose z) (x - p) ∧
      |inner ℝ (c - matOp A.transpose z) (x - p)|
        ≤ ‖c - matOp A.transpose z‖ * ‖matOp A x - b‖ / m := by
  -- the transpose represents the adjoint operator
  have hT : matOp A.transpose = adjoint (matOp A) := by
    unfold matOp
    rw [← ContinuousLinearMap.star_eq_adjoint, ← map_star, Matrix.star_eq_conjTranspose,
      Matrix.conjTranspose_eq_transpose_of_trivial]
  have h1 := corrected_error_eq (matOp A) c z x hp
  have h2 := corrected_error_le (matOp A) c z x hm hA hp
  rw [h1, Real.norm_eq_abs] at h2
  rw [hT]
  exact ⟨h1, h2⟩

end

end GoalOrientedError
```

The symbol `∧` joins two statements, the identity and the bound:

\[
\begin{gathered}
\langle c,x\rangle-\langle z,r\rangle-\langle c,p\rangle
=\langle c-A^{T}z,x-p\rangle,\\
|\langle c-A^{T}z,x-p\rangle|\le\frac{\|c-A^{T}z\|\,\|r\|}{m}.
\end{gathered}
\]

Complex conjugation does nothing to real entries, so the transpose represents the adjoint; this is `hT`. The two general theorems, `h1` and `h2`, then supply the two halves.

```lean
#print axioms GoalOrientedError.corrected_error_eq_dual_error
-- 'GoalOrientedError.corrected_error_eq_dual_error' depends on axioms: [propext, Classical.choice, Quot.sound]
#print axioms GoalOrientedError.corrected_error_sharp
-- 'GoalOrientedError.corrected_error_sharp' depends on axioms: [propext, Classical.choice, Quot.sound]
#print axioms GoalOrientedError.scf_corrected_error_le
-- 'GoalOrientedError.scf_corrected_error_le' depends on axioms: [propext, Classical.choice, Quot.sound]
#print axioms GoalOrientedError.matrix_corrected_error
-- 'GoalOrientedError.matrix_corrected_error' depends on axioms: [propext, Classical.choice, Quot.sound]
```
